# The two-phonon integral of $w^6 n(n+1)$ scales as $T^7$: exactly without a cutoff, and as $T \to 0$ with a Debye cutoff

## Replacing the Debye cutoff by infinity

To estimate the two-phonon part of the rate at which a light interstitial hops incoherently between equivalent sites in a cold crystal, one can take a rate integral that stops at the Debye frequency, move its upper limit to infinity, and read off a power of the temperature. For a harmonic phonon bath with a frequency weight $w^6$, that step gives a $T^7$ law with a definite constant. These notes derive the constant and show that the step is correct in the limit of low temperature.

In the process considered, one phonon is absorbed from the crystal's phonon bath and another of the same frequency $w$ is emitted into it while the atom changes site. Absorption brings a factor $n(w)$ and emission a factor $n(w)+1$, where

$$n(w) = \frac{1}{e^{w/T}-1}$$

is the Bose factor at temperature $T$, in units with $\hbar = k_B = 1$. The remaining frequency dependence is a power $w^m$. Two Debye densities of states supply $w^4$, and a squared coupling that grows as $w^2$ raises this to $w^6$. The exponent is an input that stands for this model of the coupling; it is not derived here.

## The power law and its cutoff version

Write $S_m = \sum_{j=0}^{\infty} 1/(j+1)^m$, and let $w_D > 0$ be the Debye cutoff. The result has two parts:

$$\int_0^\infty w^6\, n(n+1)\,dw = 720\,S_6\,T^7 \quad\text{for every } T>0,$$

$$\frac{1}{T^7}\int_0^{w_D} w^6\, n(n+1)\,dw \;\longrightarrow\; 720\,S_6 \quad\text{as } T\to 0^+ .$$

In Lean this is the theorem `two_phonon_T7`, a conjunction of the two statements. Its vocabulary maps to the physics as follows.

- `bose T w` is $n(w)$, and `integrand m T w` is $w^m n(n+1)$. Frequency and temperature are real numbers, and `m` is a natural number.
- `Ioi (0 : ℝ)` is the set of positive frequencies, and `(0 : ℝ)..wD` is the range up to the cutoff.
- `∑' j : ℕ, 1 / ((j : ℝ) + 1) ^ 6` is $S_6$, with the index starting at zero.
- `𝓝[>] 0` says that $T$ approaches zero through positive values, while `wD` stays fixed.

The general theorems `integral_full` and `cutoff_limit` have $m!\,S_m$ and $T^{m+1}$ in place of $720\,S_6$ and $T^7$, for every $m \ge 2$, written `1 < m`. The theorem `cutoff_le` adds that the cutoff integral never exceeds the full power law, at any positive temperature. With the same prefactor, the power law therefore cannot underestimate the cutoff expression.

The theorems concern the frequency integral alone. The prefactor of the rate, an energy difference between the sites and anharmonic effects do not enter, and the limit comes with no estimate of how cold the crystal must be for a given accuracy.

## From the geometric series to $m!\,S_m$

Let $T>0$, $w>0$ and $q = e^{-w/T}$, so that $0<q<1$. Then $n = q/(1-q)$ and $n+1 = 1/(1-q)$, which gives

$$n(n+1) = \frac{q}{(1-q)^2}.$$

Differentiating $\sum_{k\ge 0} q^k = 1/(1-q)$ and multiplying by $q$ gives $\sum_{k\ge 0} k\,q^k = q/(1-q)^2$. The term $k=0$ vanishes, so with $k=j+1$

$$n(n+1) = \sum_{j=0}^{\infty} (j+1)\, e^{-(j+1)w/T}.$$

For $r>0$ the substitution $u = rw$ turns the integral of one exponential into a Gamma integral:

$$\int_0^\infty w^m e^{-rw}\,dw = \frac{1}{r^{m+1}}\int_0^\infty u^m e^{-u}\,du = \frac{m!}{r^{m+1}}.$$

With $r = (j+1)/T$, the term with index $j$ contributes

$$(j+1)\,\frac{m!\,T^{m+1}}{(j+1)^{m+1}} = \frac{m!\,T^{m+1}}{(j+1)^m}.$$

All terms are positive, and for $m\ge 2$ these contributions have a finite sum. Summation and integration may therefore be exchanged, and

$$\int_0^\infty w^m n(n+1)\,dw = m!\,T^{m+1} S_m .$$

The condition on $m$ has a physical side: at small $w$ one has $n(n+1)\approx T^2/w^2$, so for $m=1$ the integral diverges logarithmically at low frequency.

## Cooling pushes the rescaled cutoff to infinity

Substitute $w = Tx$ in the cutoff integral. The Bose factor becomes $n_1(x) = 1/(e^x-1)$, its value at unit temperature, while $w^m = T^m x^m$ and $dw = T\,dx$. Hence

$$\int_0^{w_D} w^m n(n+1)\,dw = T^{m+1}\int_0^{w_D/T} x^m\, n_1(n_1+1)\,dx .$$

After division by $T^{m+1}$, the temperature appears only in the upper limit $w_D/T$, which grows without bound as $T\to 0^+$. The integral then tends to its value over all $x>0$, which is $m!\,S_m$ by the previous result at $T=1$. For $m=6$ this is $720\,S_6$.

Since the integrand is positive for $w>0$, cutting the range can only lower the integral. This gives the bound at every temperature.

## A neighbour: the Debye $T^3$ heat capacity

The same argument with $m=4$ gives $24\,S_4\,T^5$. Since $S_4 = \pi^4/90$, the full integral is $4\pi^4T^5/15$, which is the theorem `integral_four`. Its cutoff version, rescaled as above, occurs in the Debye heat capacity of $N$ atoms,

$$C = 9N\left(\frac{T}{w_D}\right)^3\int_0^{w_D/T} x^4\, n_1(n_1+1)\,dx ,$$

whose leading low-temperature form is therefore $\frac{12\pi^4}{5}N\,(T/w_D)^3$.

## The Lean file

```lean
import Mathlib

open MeasureTheory Set Filter Topology

namespace TwoPhononRate

noncomputable section

/-- The Bose factor at frequency `w` and temperature `T` (units with ħ = k_B = 1),
for `T ≠ 0` and `w ≠ 0`. -/
def bose (T w : ℝ) : ℝ := 1 / (Real.exp (w / T) - 1)

/-- The two-phonon integrand `w^m n(n+1)`, for `T ≠ 0` and `w ≠ 0`. -/
def integrand (m : ℕ) (T w : ℝ) : ℝ := w ^ m * (bose T w * (bose T w + 1))

/-- For positive frequency and temperature, `n(n+1)` is the sum of `j exp(-j w/T)`
over `j ≥ 1`. -/
theorem bose_hasSum {T w : ℝ} (hT : 0 < T) (hw : 0 < w) :
    HasSum (fun j : ℕ => ((j : ℝ) + 1) * Real.exp (-(((j : ℝ) + 1) / T * w)))
      (bose T w * (bose T w + 1)) := by
  have hE : 1 < Real.exp (w / T) := Real.one_lt_exp_iff.mpr (div_pos hw hT)
  have hq : ‖Real.exp (-(w / T))‖ < 1 := by
    rw [Real.norm_of_nonneg (Real.exp_pos _).le]
    exact Real.exp_lt_one_iff.mpr (neg_lt_zero.mpr (div_pos hw hT))
  have hterm : ∀ j : ℕ, ((j + 1 : ℕ) : ℝ) * Real.exp (-(w / T)) ^ (j + 1) =
      ((j : ℝ) + 1) * Real.exp (-(((j : ℝ) + 1) / T * w)) := by
    intro j
    have e : -(((j : ℝ) + 1) / T * w) = ((j + 1 : ℕ) : ℝ) * -(w / T) := by
      push_cast
      ring
    rw [e, Real.exp_nat_mul, Nat.cast_add, Nat.cast_one]
  have halg : ∀ E : ℝ, 1 < E →
      E⁻¹ / (1 - E⁻¹) ^ 2 = 1 / (E - 1) * (1 / (E - 1) + 1) := by
    intro E h
    have h0 : E ≠ 0 := (zero_lt_one.trans h).ne'
    have h1 : E - 1 ≠ 0 := (sub_pos.mpr h).ne'
    have h2 : 1 - E⁻¹ = (E - 1) / E := by
      rw [sub_div, div_self h0, one_div]
    rw [h2]
    field_simp
    ring
  have hval : Real.exp (-(w / T)) / (1 - Real.exp (-(w / T))) ^ 2 =
      bose T w * (bose T w + 1) := by
    unfold bose
    rw [Real.exp_neg]
    exact halg _ hE
  -- the differentiated geometric series, without its vanishing zeroth term
  have h := (hasSum_nat_add_iff'
    (f := fun n : ℕ => (n : ℝ) * Real.exp (-(w / T)) ^ n) 1).mpr
    (hasSum_coe_mul_geometric_of_norm_lt_one hq)
  simp only [Finset.sum_range_one, Nat.cast_zero, zero_mul, sub_zero, hterm] at h
  rw [hval] at h
  exact h

/-- For `r > 0`, the integral of `w^m exp(-r w)` over positive frequencies is
`m!/r^(m+1)`. -/
theorem integral_pow_exp (m : ℕ) {r : ℝ} (hr : 0 < r) :
    ∫ w in Ioi (0 : ℝ), w ^ m * Real.exp (-(r * w)) = (m.factorial : ℝ) / r ^ (m + 1) := by
  have h := Real.integral_rpow_mul_exp_neg_mul_Ioi (a := (m : ℝ) + 1) (by positivity) hr
  have hc : (m : ℝ) + 1 = ((m + 1 : ℕ) : ℝ) := by simp
  simp only [add_sub_cancel_right, Real.rpow_natCast, Real.Gamma_nat_eq_factorial] at h
  rw [h, hc, Real.rpow_natCast, one_div, inv_pow, div_eq_inv_mul]

lemma summable_inv_pow {m : ℕ} (hm : 1 < m) :
    Summable (fun j : ℕ => 1 / ((j : ℝ) + 1) ^ m) := by
  have h := (summable_nat_add_iff (f := fun n : ℕ => 1 / (n : ℝ) ^ m) 1).mpr
    (Real.summable_one_div_nat_pow.mpr hm)
  simpa only [Nat.cast_add, Nat.cast_one] using h

/-- For `T > 0` and `m ≥ 2`, the integral of `w^m n(n+1)` over all positive frequencies
is `m! T^(m+1)` times the sum of `1/j^m` over `j ≥ 1`. -/
theorem integral_full {m : ℕ} (hm : 1 < m) {T : ℝ} (hT : 0 < T) :
    ∫ w in Ioi (0 : ℝ), integrand m T w =
      (m.factorial : ℝ) * T ^ (m + 1) * ∑' j : ℕ, 1 / ((j : ℝ) + 1) ^ m := by
  let F : ℕ → ℝ → ℝ := fun j w =>
    w ^ m * (((j : ℝ) + 1) * Real.exp (-(((j : ℝ) + 1) / T * w)))
  have hI : ∀ j, ∫ w in Ioi (0 : ℝ), F j w =
      (m.factorial : ℝ) * T ^ (m + 1) * (1 / ((j : ℝ) + 1) ^ m) := by
    intro j
    have hj : (0 : ℝ) < (j : ℝ) + 1 := by positivity
    have hF : F j = fun w =>
        ((j : ℝ) + 1) * (w ^ m * Real.exp (-(((j : ℝ) + 1) / T * w))) := by
      funext w
      simp only [F]
      ring
    rw [hF, integral_const_mul, integral_pow_exp m (div_pos hj hT), div_pow,
      pow_succ ((j : ℝ) + 1) m]
    field_simp
  have hint : ∀ j, Integrable (F j) (volume.restrict (Ioi 0)) := by
    intro j
    by_contra hn
    have h0 := integral_undef hn
    rw [hI j] at h0
    have hp : 0 < (m.factorial : ℝ) * T ^ (m + 1) * (1 / ((j : ℝ) + 1) ^ m) := by
      positivity
    exact hp.ne' h0
  have hnorm : ∀ j, ∫ w in Ioi (0 : ℝ), ‖F j w‖ =
      (m.factorial : ℝ) * T ^ (m + 1) * (1 / ((j : ℝ) + 1) ^ m) := by
    intro j
    rw [← hI j]
    refine setIntegral_congr_fun measurableSet_Ioi (fun w hw => ?_)
    have hw' : 0 < w := hw
    exact Real.norm_of_nonneg (by simp only [F]; positivity)
  have hsum : Summable (fun j => ∫ w in Ioi (0 : ℝ), ‖F j w‖) := by
    simp only [hnorm]
    exact (summable_inv_pow hm).mul_left _
  -- exchange the sum over j with the frequency integral
  calc ∫ w in Ioi (0 : ℝ), integrand m T w = ∫ w in Ioi (0 : ℝ), ∑' j, F j w :=
        setIntegral_congr_fun measurableSet_Ioi
          (fun w hw => ((bose_hasSum hT hw).mul_left (w ^ m)).tsum_eq.symm)
    _ = ∑' j, ∫ w in Ioi (0 : ℝ), F j w :=
        (hasSum_integral_of_summable_integral_norm hint hsum).tsum_eq.symm
    _ = _ := by
        simp only [hI]
        rw [tsum_mul_left]

/-- For `T > 0` and `m ≥ 2`, the function `w^m n(n+1)` is integrable over all positive
frequencies. -/
theorem integrable_full {m : ℕ} (hm : 1 < m) {T : ℝ} (hT : 0 < T) :
    IntegrableOn (integrand m T) (Ioi 0) := by
  by_contra hn
  have h0 := integral_undef hn
  rw [integral_full hm hT] at h0
  have hs : 0 < ∑' j : ℕ, 1 / ((j : ℝ) + 1) ^ m :=
    (summable_inv_pow hm).tsum_pos (fun j => by positivity) 0 (by positivity)
  have hp : 0 < (m.factorial : ℝ) * T ^ (m + 1) * ∑' j : ℕ, 1 / ((j : ℝ) + 1) ^ m := by
    positivity
  exact hp.ne' h0

/-- For `T > 0`, the integral up to the cutoff `wD` is `T^(m+1)` times the integral at
unit temperature up to `wD/T`. -/
theorem cutoff_scaling (m : ℕ) {T : ℝ} (hT : 0 < T) (wD : ℝ) :
    ∫ w in (0 : ℝ)..wD, integrand m T w =
      T ^ (m + 1) * ∫ x in (0 : ℝ)..(wD / T), integrand m 1 x := by
  have hs : ∀ w, integrand m T w = T ^ m * integrand m 1 (w / T) := by
    intro w
    have hw : w ^ m = T ^ m * (w / T) ^ m := by
      rw [← mul_pow]
      congr 1
      field_simp
    simp only [integrand, bose, div_one]
    rw [hw, mul_assoc]
  simp only [hs]
  rw [intervalIntegral.integral_const_mul,
    intervalIntegral.integral_comp_div (fun x => integrand m 1 x) hT.ne',
    zero_div, smul_eq_mul]
  ring

/-- For `m ≥ 2` and a fixed cutoff `wD > 0`, the cutoff integral divided by `T^(m+1)`
tends to `m!` times the sum of `1/j^m` over `j ≥ 1` as `T` tends to zero from above. -/
theorem cutoff_limit {m : ℕ} (hm : 1 < m) {wD : ℝ} (hD : 0 < wD) :
    Tendsto (fun T : ℝ => (∫ w in (0 : ℝ)..wD, integrand m T w) / T ^ (m + 1))
      (𝓝[>] 0) (𝓝 ((m.factorial : ℝ) * ∑' j : ℕ, 1 / ((j : ℝ) + 1) ^ m)) := by
  -- the rescaled cutoff moves to infinity on cooling
  have hb : Tendsto (fun T : ℝ => wD / T) (𝓝[>] 0) atTop := by
    simpa only [div_eq_mul_inv] using tendsto_inv_nhdsGT_zero.const_mul_atTop hD
  have h := intervalIntegral_tendsto_integral_Ioi 0 (integrable_full hm one_pos) hb
  rw [integral_full hm one_pos, one_pow, mul_one] at h
  refine h.congr' ?_
  filter_upwards [self_mem_nhdsWithin] with T hT
  have hT' : 0 < T := hT
  rw [cutoff_scaling m hT', mul_div_cancel_left₀ _ (pow_pos hT' _).ne']

/-- The two-phonon `T^7` law: for `T > 0` the integral of `w^6 n(n+1)` over `w > 0` is
`720 T^7` times the sum of `1/j^6` over `j ≥ 1`, and for a fixed cutoff `wD > 0` the
integral divided by `T^7` tends to the same constant as `T` tends to zero from above. -/
theorem two_phonon_T7 :
    (∀ T : ℝ, 0 < T → ∫ w in Ioi (0 : ℝ), integrand 6 T w =
      720 * T ^ 7 * ∑' j : ℕ, 1 / ((j : ℝ) + 1) ^ 6) ∧
    (∀ wD : ℝ, 0 < wD →
      Tendsto (fun T : ℝ => (∫ w in (0 : ℝ)..wD, integrand 6 T w) / T ^ 7)
        (𝓝[>] 0) (𝓝 (720 * ∑' j : ℕ, 1 / ((j : ℝ) + 1) ^ 6))) := by
  have h6 : ((Nat.factorial 6 : ℕ) : ℝ) = 720 := by norm_num [Nat.factorial]
  constructor
  · intro T hT
    have h := integral_full (m := 6) (by norm_num) hT
    rw [h6] at h
    exact h
  · intro wD hD
    have h := cutoff_limit (m := 6) (by norm_num) hD
    rw [h6] at h
    exact h

/-- For `T > 0`, `m ≥ 2` and a cutoff `wD ≥ 0`, the cutoff integral is at most
`m! T^(m+1)` times the sum of `1/j^m` over `j ≥ 1`. -/
theorem cutoff_le {m : ℕ} (hm : 1 < m) {T wD : ℝ} (hT : 0 < T) (hD : 0 ≤ wD) :
    ∫ w in (0 : ℝ)..wD, integrand m T w ≤
      (m.factorial : ℝ) * T ^ (m + 1) * ∑' j : ℕ, 1 / ((j : ℝ) + 1) ^ m := by
  rw [intervalIntegral.integral_of_le hD, ← integral_full hm hT]
  refine setIntegral_mono_set (integrable_full hm hT) ?_ Ioc_subset_Ioi_self.eventuallyLE
  refine ae_restrict_of_forall_mem measurableSet_Ioi (fun w hw => ?_)
  have hw' : 0 < w := hw
  have hn : 0 ≤ bose T w * (bose T w + 1) := by
    rw [← (bose_hasSum hT hw').tsum_eq]
    exact tsum_nonneg (fun j => by positivity)
  exact mul_nonneg (pow_nonneg hw'.le m) hn

/-- For `T > 0`, the integral of `w^4 n(n+1)` over all positive frequencies is
`4 π^4 T^5 / 15`. -/
theorem integral_four {T : ℝ} (hT : 0 < T) :
    ∫ w in Ioi (0 : ℝ), integrand 4 T w = 4 * Real.pi ^ 4 / 15 * T ^ 5 := by
  have hs : ∑' j : ℕ, 1 / ((j : ℝ) + 1) ^ 4 = Real.pi ^ 4 / 90 := by
    have h := ((hasSum_nat_add_iff' (f := fun n : ℕ => 1 / (n : ℝ) ^ 4) 1).mpr
      hasSum_zeta_four).tsum_eq
    simpa using h
  have h4 : ((Nat.factorial 4 : ℕ) : ℝ) = 24 := by norm_num [Nat.factorial]
  rw [integral_full (by norm_num) hT, hs, h4]
  ring

end

end TwoPhononRate
```

```lean
#print axioms TwoPhononRate.two_phonon_T7
-- 'TwoPhononRate.two_phonon_T7' depends on axioms: [propext, Classical.choice, Quot.sound]
#print axioms TwoPhononRate.cutoff_le
-- 'TwoPhononRate.cutoff_le' depends on axioms: [propext, Classical.choice, Quot.sound]
#print axioms TwoPhononRate.integral_four
-- 'TwoPhononRate.integral_four' depends on axioms: [propext, Classical.choice, Quot.sound]
```

## How Lean sums, integrates and rescales

**The series.** `bose_hasSum` starts from Mathlib's sum of $k\,q^k$ and uses `hasSum_nat_add_iff'` to remove the zeroth term. The auxiliary statement `halg` is the identity $q/(1-q)^2 = n(n+1)$, written with $E = e^{w/T} = 1/q$.

**One term.** `integral_pow_exp` specialises Mathlib's Gamma integral, which is stated for real exponents, to the natural power $m$, where $\Gamma(m+1)=m!$.

**The exchange.** In `integral_full`, `F j` is the term with index $j$ multiplied by $w^m$, and `hI` computes its integral. The lemma that permits the exchange, `hasSum_integral_of_summable_integral_norm`, needs each term to be integrable (`hint`) and the integrals of the absolute values to be summable (`hsum`). The second condition follows from `hnorm`, because the terms are nonnegative, and from `summable_inv_pow`, where $m\ge 2$ is used. The closing `calc` block expands the integrand, exchanges sum and integral, and takes out the constant factor.

**Integrability.** Lean assigns the value zero to the integral of a non-integrable function. A nonzero value thus shows that the function is integrable, which is how `hint` is proved for each term and `integrable_full` for the whole integrand. The latter confirms that the formula describes a convergent integral.

**The cutoff.** In `cutoff_scaling`, the step `hs` rewrites the integrand at temperature $T$ as $T^m$ times the unit-temperature integrand at $w/T$; the change of variable supplies the last factor of $T$. In `cutoff_limit`, `hb` states that $w_D/T$ tends to infinity, and `intervalIntegral_tendsto_integral_Ioi` turns this into convergence of the integral. The final lines cancel $T^{m+1}$ for positive $T$.

**The consequences.** `two_phonon_T7` sets $m=6$ and evaluates $6!=720$. `cutoff_le` compares integrals over nested ranges, reading the sign of $n(n+1)$ from its series of nonnegative terms. `integral_four` inserts Mathlib's value of $S_4$.
